# Ergotropy of a qubit with H = wσ_z/2, w ≥ 0: the maximal work is w(‖r‖ + r_z)/2

A qubit with Hamiltonian $H=w\sigma_z/2$, $w\ge 0$, and density matrix $\rho=(I+\mathbf r\cdot\boldsymbol\sigma)/2$ can give up at most the energy $w(\|\mathbf r\|+r_z)/2$ under a unitary $U$, and some $U$ achieves this. That maximal work is the ergotropy. Equivalently, the minimum of $\operatorname{tr}(HU\rho U^\dagger)$ is $-w\|\mathbf r\|/2$. For a single isolated qubit used as a quantum battery, this is the energy a cyclic drive can recover. That such a drive can realise the required $U$ and return $H$ to its initial form is a physical assumption.

## The qubit, its energy and its work

The Bloch vector $\mathbf r$ is real, and its components $r_x,r_y,r_z$ are `r 0`, `r 1`, `r 2` in Lean.

```lean
import Mathlib

open Matrix

namespace QubitErgotropy

noncomputable section

/-- Bloch vectors are vectors of Euclidean three-space. -/
abbrev Bloch := EuclideanSpace ℝ (Fin 3)
```

In the basis where $\sigma_z=\mathrm{diag}(1,-1)$,
$$\mathbf r\cdot\boldsymbol\sigma=\begin{pmatrix}r_z&r_x-ir_y\\ r_x+ir_y&-r_z\end{pmatrix}.$$

```lean
/-- The spin matrix `r · σ = r_x σ_x + r_y σ_y + r_z σ_z`, written out. -/
def pauliDot (r : Bloch) : Matrix (Fin 2) (Fin 2) ℂ :=
  !![(r 2 : ℂ), r 0 - r 1 * Complex.I; r 0 + r 1 * Complex.I, -(r 2 : ℂ)]
```

The matrix $\rho$ has unit trace for every $\mathbf r$, but is positive, and so a physical state, only for $\|\mathbf r\|\le1$. The work formula holds without that restriction.

```lean
/-- The qubit matrix `ρ = (I + r · σ) / 2` with Bloch vector `r`. -/
def state (r : Bloch) : Matrix (Fin 2) (Fin 2) ℂ := (1 / 2 : ℝ) • (1 + pauliDot r)
```

The letter $w$ is the level splitting, an energy often written $\hbar\omega$. Matrix index 0 labels the upper level.

```lean
/-- The Hamiltonian `H = w σ_z / 2`. -/
def hamiltonian (w : ℝ) : Matrix (Fin 2) (Fin 2) ℂ := (w / 2) • !![1, 0; 0, -1]
```

The mean energy is $\operatorname{tr}(H\rho)$. It is real for Hermitian $\rho$, so taking the real part loses nothing.

```lean
/-- The mean energy, the real part of `tr (H ρ)`. -/
def energy (w : ℝ) (ρ : Matrix (Fin 2) (Fin 2) ℂ) : ℝ := (hamiltonian w * ρ).trace.re
```

A unitary delivers the work $W=\operatorname{tr}(H\rho)-\operatorname{tr}(HU\rho U^\dagger)$; Lean writes $U^\dagger$ as `Uᴴ`.

```lean
/-- The amounts of work `tr (H ρ) - tr (H U ρ U†)` delivered by the unitaries `U`. -/
def extractableWork (w : ℝ) (ρ : Matrix (Fin 2) (Fin 2) ℂ) : Set ℝ :=
  {W | ∃ U ∈ unitaryGroup (Fin 2) ℂ, W = energy w ρ - energy w (U * ρ * Uᴴ)}
```

The ergotropy is defined as a supremum; that it is attained is proved below.

```lean
/-- The ergotropy: the supremum of the work delivered by unitaries. -/
def ergotropy (w : ℝ) (ρ : Matrix (Fin 2) (Fin 2) ℂ) : ℝ := sSup (extractableWork w ρ)
```

## No unitary goes below −w‖r‖/2

The Euclidean norm satisfies $\|\mathbf r\|^2=r_x^2+r_y^2+r_z^2$.

```lean
lemma norm_sq_bloch (r : Bloch) : ‖r‖ ^ 2 = r 0 ^ 2 + r 1 ^ 2 + r 2 ^ 2 := by
  rw [EuclideanSpace.norm_sq_eq]
  simp [Fin.sum_univ_three]
```

Hence $|r_z|\le\|\mathbf r\|$.

```lean
lemma z_le_norm (r : Bloch) : |r 2| ≤ ‖r‖ :=
  abs_le_of_sq_le_sq (by nlinarith [norm_sq_bloch r, sq_nonneg (r 0), sq_nonneg (r 1)])
    (norm_nonneg r)
```

The components are real, so $\mathbf r\cdot\boldsymbol\sigma$ is Hermitian.

```lean
lemma pauliDot_herm (r : Bloch) : (pauliDot r)ᴴ = pauliDot r := by
  ext i j
  fin_cases i <;> fin_cases j <;> simp [pauliDot, sub_eq_add_neg]
```

In its square, the off-diagonal terms cancel and each diagonal entry is $r_z^2+(r_x-ir_y)(r_x+ir_y)=\|\mathbf r\|^2$. Lean checks the four entries separately, using $i^2=-1$ on the diagonal.

```lean
/-- The square of the spin matrix is `(r · σ)² = ‖r‖² I`. -/
theorem pauliDot_sq (r : Bloch) : pauliDot r * pauliDot r = (‖r‖ ^ 2) • 1 := by
  rw [norm_sq_bloch]
  ext i j
  fin_cases i <;> fin_cases j
  · simp [pauliDot, Matrix.mul_apply, Fin.sum_univ_two]
    linear_combination (-(r 1 : ℂ) ^ 2) * Complex.I_sq
  · simp [pauliDot, Matrix.mul_apply, Fin.sum_univ_two]
    ring
  · simp [pauliDot, Matrix.mul_apply, Fin.sum_univ_two]
    ring
  · simp [pauliDot, Matrix.mul_apply, Fin.sum_univ_two]
    linear_combination (-(r 1 : ℂ) ^ 2) * Complex.I_sq
```

For any matrix $V$, the energy of $(I+V)/2$ is $\tfrac w4\operatorname{Re}(V_{00}-V_{11})$, since the identity contributes $\operatorname{tr}\sigma_z=0$.

```lean
lemma energy_half (w : ℝ) (V : Matrix (Fin 2) (Fin 2) ℂ) :
    energy w ((1 / 2 : ℝ) • (1 + V)) = w / 4 * ((V 0 0).re - (V 1 1).re) := by
  have key : ((!![1, 0; 0, -1] : Matrix (Fin 2) (Fin 2) ℂ) * (1 + V)).trace.re
      = (V 0 0).re - (V 1 1).re := by
    simp only [Matrix.trace_fin_two, Matrix.mul_apply, Fin.sum_univ_two]
    simp
    ring
  simp only [energy, hamiltonian, Matrix.smul_mul, Matrix.mul_smul, Matrix.trace_smul,
    Complex.smul_re, smul_eq_mul]
  rw [key]
  ring
```

A unitary leaves the identity alone: $U\rho U^\dagger=(I+V)/2$ with $V=U(\mathbf r\cdot\boldsymbol\sigma)U^\dagger$.

```lean
lemma conj_state {U : Matrix (Fin 2) (Fin 2) ℂ} (hU : U * Uᴴ = 1) (r : Bloch) :
    U * state r * Uᴴ = (1 / 2 : ℝ) • (1 + U * pauliDot r * Uᴴ) := by
  simp only [state, Matrix.mul_smul, Matrix.smul_mul, Matrix.mul_add, Matrix.add_mul,
    Matrix.mul_one, hU]
```

If $V$ is Hermitian and $V^2=R^2I$ with $R\ge0$, then $V_{00}^2+|V_{01}|^2=R^2$. Dropping the non-negative second term gives $|V_{00}|\le R$.

```lean
/-- A Hermitian 2×2 matrix `V` with `V² = R² I` and `R ≥ 0` has an upper diagonal entry
whose real part is at most `R` in modulus. -/
theorem abs_diag_le {V : Matrix (Fin 2) (Fin 2) ℂ} (hV : V.IsHermitian) {R : ℝ}
    (hR : 0 ≤ R) (h : V * V = (R ^ 2) • 1) : |(V 0 0).re| ≤ R := by
  have him : (V 0 0).im = 0 := Complex.conj_eq_iff_im.mp (hV.apply 0 0)
  have h00 : ((V * V) 0 0).re = R ^ 2 := by
    rw [h, Matrix.smul_apply, Matrix.one_apply_eq, Complex.smul_re, Complex.one_re,
      smul_eq_mul, mul_one]
  rw [Matrix.mul_apply, Fin.sum_univ_two, ← hV.apply 1 0] at h00
  simp only [Complex.add_re, Complex.mul_re, Complex.star_def, Complex.conj_re,
    Complex.conj_im, him] at h00
  exact abs_le_of_sq_le_sq
    (by nlinarith [sq_nonneg (V 0 1).re, sq_nonneg (V 0 1).im]) hR
```

The rotated matrix $V$ is Hermitian, and
$$V^2=U(\mathbf r\cdot\boldsymbol\sigma)U^\dagger U(\mathbf r\cdot\boldsymbol\sigma)U^\dagger=\|\mathbf r\|^2I.$$
Its trace is zero by cyclicity, so $V_{11}=-V_{00}$. The energy is therefore $\tfrac w2V_{00}\ge-\tfrac w2\|\mathbf r\|$. The facts `hV`, `hsq` and `htr` are these three properties.

```lean
/-- For `w ≥ 0`, no unitary brings the mean energy below `-w ‖r‖ / 2`. -/
theorem energy_lower_bound {w : ℝ} (hw : 0 ≤ w) (r : Bloch)
    {U : Matrix (Fin 2) (Fin 2) ℂ} (hU : U ∈ unitaryGroup (Fin 2) ℂ) :
    -(w * ‖r‖ / 2) ≤ energy w (U * state r * Uᴴ) := by
  have h1 : U * Uᴴ = 1 := Matrix.mem_unitaryGroup_iff.mp hU
  have h2 : Uᴴ * U = 1 := Matrix.mem_unitaryGroup_iff'.mp hU
  rw [conj_state h1, energy_half]
  -- the rotated spin matrix is Hermitian, squares to `‖r‖²` and is traceless
  have hV : (U * pauliDot r * Uᴴ).IsHermitian := by
    unfold Matrix.IsHermitian
    simp only [Matrix.conjTranspose_mul, Matrix.conjTranspose_conjTranspose,
      pauliDot_herm, Matrix.mul_assoc]
  have hsq : U * pauliDot r * Uᴴ * (U * pauliDot r * Uᴴ) = (‖r‖ ^ 2) • 1 := by
    calc U * pauliDot r * Uᴴ * (U * pauliDot r * Uᴴ)
        = U * pauliDot r * (Uᴴ * U) * pauliDot r * Uᴴ := by noncomm_ring
      _ = U * (pauliDot r * pauliDot r) * Uᴴ := by rw [h2]; noncomm_ring
      _ = (‖r‖ ^ 2) • 1 := by
        rw [pauliDot_sq, Matrix.mul_smul, Matrix.smul_mul, Matrix.mul_one, h1]
  have htr : (U * pauliDot r * Uᴴ).trace = 0 := by
    rw [Matrix.trace_mul_comm, ← Matrix.mul_assoc, h2, Matrix.one_mul]
    simp [pauliDot, Matrix.trace_fin_two]
  have hre := congrArg Complex.re htr
  rw [Matrix.trace_fin_two, Complex.add_re, Complex.zero_re] at hre
  have hb := (abs_le.mp (abs_diag_le hV (norm_nonneg r) hsq)).1
  have hm := mul_le_mul_of_nonneg_left hb hw
  rw [eq_neg_of_add_eq_zero_right hre]
  linarith
```

## A half turn reaches the bound

For a unit vector $\mathbf n$, $(\mathbf n\cdot\boldsymbol\sigma)^2=I$, so the Hermitian matrix $\mathbf n\cdot\boldsymbol\sigma$ is unitary.

```lean
lemma pauliDot_unitary {n : Bloch} (hn : ‖n‖ = 1) : pauliDot n * (pauliDot n)ᴴ = 1 := by
  rw [pauliDot_herm, pauliDot_sq, hn, one_pow, one_smul]
```

From $(\mathbf n\cdot\boldsymbol\sigma)(\mathbf r\cdot\boldsymbol\sigma)+(\mathbf r\cdot\boldsymbol\sigma)(\mathbf n\cdot\boldsymbol\sigma)=2(\mathbf n\cdot\mathbf r)I$, multiplication on the right by $\mathbf n\cdot\boldsymbol\sigma$ gives
$$(\mathbf n\cdot\boldsymbol\sigma)(\mathbf r\cdot\boldsymbol\sigma)(\mathbf n\cdot\boldsymbol\sigma)=\bigl(2(\mathbf n\cdot\mathbf r)\mathbf n-\mathbf r\bigr)\cdot\boldsymbol\sigma.$$
This is a half turn about $\mathbf n$. Lean multiplies out the two diagonal entries, which are all the energy needs.

```lean
/-- The half turn `n · σ` about a unit axis `n` gives the state the mean energy
`w (2 (n · r) n_z - r_z) / 2`. -/
theorem energy_half_turn (w : ℝ) (r : Bloch) {n : Bloch} (hn : ‖n‖ = 1) :
    energy w (pauliDot n * state r * (pauliDot n)ᴴ)
      = w / 2 * (2 * (n 0 * r 0 + n 1 * r 1 + n 2 * r 2) * n 2 - r 2) := by
  have hs := norm_sq_bloch n
  rw [hn] at hs
  rw [conj_state (pauliDot_unitary hn), energy_half, pauliDot_herm]
  have h0 : ((pauliDot n * pauliDot r * pauliDot n) 0 0).re
      = 2 * (n 0 * r 0 + n 1 * r 1 + n 2 * r 2) * n 2
        - (n 0 ^ 2 + n 1 ^ 2 + n 2 ^ 2) * r 2 := by
    simp [pauliDot, Matrix.mul_apply, Fin.sum_univ_two]
    ring
  have h1 : ((pauliDot n * pauliDot r * pauliDot n) 1 1).re
      = -(2 * (n 0 * r 0 + n 1 * r 1 + n 2 * r 2) * n 2
        - (n 0 ^ 2 + n 1 ^ 2 + n 2 ^ 2) * r 2) := by
    simp [pauliDot, Matrix.mul_apply, Fin.sum_univ_two]
    ring
  rw [h0, h1]
  linear_combination (w / 2 * r 2) * hs
```

If $r_z=\|\mathbf r\|$, the $x$ axis serves, because it reverses $r_z$. Otherwise let $\mathbf d=\mathbf r-\|\mathbf r\|\hat{\mathbf z}$. Then
$$\|\mathbf d\|^2=2\|\mathbf r\|(\|\mathbf r\|-r_z)>0,\qquad \mathbf d\cdot\mathbf r=\tfrac12\|\mathbf d\|^2.$$
With $\mathbf n=\mathbf d/\|\mathbf d\|$, the turned vector is $\mathbf d-\mathbf r=-\|\mathbf r\|\hat{\mathbf z}$. The number `c` is $1/\|\mathbf d\|$.

```lean
/-- Every Bloch vector `r` has a unit axis `n` such that the half turn about `n` gives it
the z component `-‖r‖`. -/
theorem exists_optimal_axis (r : Bloch) : ∃ n : Bloch, ‖n‖ = 1 ∧
    2 * (n 0 * r 0 + n 1 * r 1 + n 2 * r 2) * n 2 - r 2 = -‖r‖ := by
  have hr := norm_sq_bloch r
  by_cases h : r 2 = ‖r‖
  · -- `r` points up: turn about the x axis
    refine ⟨!₂[1, 0, 0], ?_, ?_⟩
    · refine (pow_eq_one_iff_of_nonneg (norm_nonneg _) two_ne_zero).mp ?_
      rw [norm_sq_bloch]
      show (1 : ℝ) ^ 2 + 0 ^ 2 + 0 ^ 2 = 1
      norm_num
    · show 2 * (1 * r 0 + 0 * r 1 + 0 * r 2) * 0 - r 2 = -‖r‖
      linear_combination -h
  · -- otherwise turn about the direction of `r - ‖r‖ z`
    have hz := abs_le.mp (z_le_norm r)
    have hlt : r 2 < ‖r‖ := lt_of_le_of_ne hz.2 h
    have hpos : 0 < 2 * ‖r‖ * (‖r‖ - r 2) :=
      mul_pos (by linarith [hz.1]) (by linarith)
    obtain ⟨c, hc⟩ : ∃ c : ℝ, c ^ 2 * (2 * ‖r‖ * (‖r‖ - r 2)) = 1 :=
      ⟨(√(2 * ‖r‖ * (‖r‖ - r 2)))⁻¹, by
        rw [inv_pow, Real.sq_sqrt hpos.le, inv_mul_cancel₀ hpos.ne']⟩
    refine ⟨!₂[c * r 0, c * r 1, c * (r 2 - ‖r‖)], ?_, ?_⟩
    · refine (pow_eq_one_iff_of_nonneg (norm_nonneg _) two_ne_zero).mp ?_
      rw [norm_sq_bloch]
      show (c * r 0) ^ 2 + (c * r 1) ^ 2 + (c * (r 2 - ‖r‖)) ^ 2 = 1
      linear_combination hc - c ^ 2 * hr
    · show 2 * (c * r 0 * r 0 + c * r 1 * r 1 + c * (r 2 - ‖r‖) * r 2)
        * (c * (r 2 - ‖r‖)) - r 2 = -‖r‖
      linear_combination (r 2 - ‖r‖) * hc - 2 * c ^ 2 * (r 2 - ‖r‖) * hr
```

The half turn thus has energy $-w\|\mathbf r\|/2$. `IsLeast` combines this attainment with the lower bound.

```lean
/-- For `w ≥ 0`, the minimum of `tr (H U ρ U†)` over all unitaries is attained and equals
`-w ‖r‖ / 2`. -/
theorem isLeast_energy {w : ℝ} (hw : 0 ≤ w) (r : Bloch) :
    IsLeast {E | ∃ U ∈ unitaryGroup (Fin 2) ℂ, E = energy w (U * state r * Uᴴ)}
      (-(w * ‖r‖ / 2)) := by
  constructor
  · obtain ⟨n, hn, hval⟩ := exists_optimal_axis r
    refine ⟨pauliDot n, Matrix.mem_unitaryGroup_iff.mpr (pauliDot_unitary hn), ?_⟩
    rw [energy_half_turn w r hn, hval]
    ring
  · rintro E ⟨U, hU, rfl⟩
    exact energy_lower_bound hw r hU
```

## The work formula and its extremes

The initial energy is $wr_z/2$. Subtracting the minimum gives $w(\|\mathbf r\|+r_z)/2$, the greatest element of the set of works and hence its supremum.

```lean
/-- For `w ≥ 0`, the ergotropy of the qubit is `w (‖r‖ + r_z) / 2`, and some unitary
extracts this work. -/
theorem ergotropy_eq {w : ℝ} (hw : 0 ≤ w) (r : Bloch) :
    ergotropy w (state r) = w * (‖r‖ + r 2) / 2 ∧
      ergotropy w (state r) ∈ extractableWork w (state r) := by
  have h0 : energy w (state r) = w * r 2 / 2 := by
    have h1 : (pauliDot r 0 0).re = r 2 := by simp [pauliDot]
    have h2 : (pauliDot r 1 1).re = -r 2 := by simp [pauliDot]
    rw [state, energy_half, h1, h2]
    ring
  have hg : IsGreatest (extractableWork w (state r)) (w * (‖r‖ + r 2) / 2) := by
    constructor
    · obtain ⟨U, hU, hE⟩ := (isLeast_energy hw r).1
      exact ⟨U, hU, by rw [← hE, h0]; ring⟩
    · rintro W ⟨U, hU, rfl⟩
      linarith [energy_lower_bound hw r hU]
  have hs : ergotropy w (state r) = w * (‖r‖ + r 2) / 2 := hg.csSup_eq
  exact ⟨hs, hs ▸ hg.1⟩
```

Take $\mathbf r=(0.48,\,0,\,0.14)$, with $\|\mathbf r\|=0.5$. Here $\mathbf d=(0.48,0,-0.36)$ and $\mathbf n=(0.8,0,-0.6)$. The energy falls from $0.07w$ to $-0.25w$, releasing $0.32w$.

In a simulation of a driven qubit, the density matrix at each time step, written in the eigenbasis of $H$ with the upper level first, supplies $r_z=2\rho_{00}-1$ and $\|\mathbf r\|=\sqrt{r_z^2+4|\rho_{01}|^2}$. The ergotropy with respect to $H=w\sigma_z/2$, the Hamiltonian with the drive off, follows without a search over unitaries. In the example, $\rho_{00}=0.57$ and $\rho_{01}=0.24$.

For $w>0$, zero ergotropy means $\|\mathbf r\|=-r_z$, so $r_x^2+r_y^2=0$ and $r_z\le0$. Such a state has no coherence and no population inversion. The converse is direct substitution.

```lean
/-- For `w > 0`, the ergotropy vanishes exactly when the Bloch vector lies on the
non-positive z axis. -/
theorem ergotropy_eq_zero_iff {w : ℝ} (hw : 0 < w) (r : Bloch) :
    ergotropy w (state r) = 0 ↔ r 0 = 0 ∧ r 1 = 0 ∧ r 2 ≤ 0 := by
  rw [(ergotropy_eq hw.le r).1]
  have hr := norm_sq_bloch r
  constructor
  · intro h
    have hs : ‖r‖ + r 2 = 0 :=
      (mul_eq_zero.mp (by linarith : w * (‖r‖ + r 2) = 0)).resolve_left hw.ne'
    have hxy : r 0 ^ 2 + r 1 ^ 2 = 0 := by
      linear_combination (‖r‖ - r 2) * hs - hr
    exact ⟨(pow_eq_zero_iff two_ne_zero).mp (by nlinarith [sq_nonneg (r 0), sq_nonneg (r 1)]),
      (pow_eq_zero_iff two_ne_zero).mp (by nlinarith [sq_nonneg (r 0), sq_nonneg (r 1)]),
      by linarith [norm_nonneg r]⟩
  · rintro ⟨hx, hy, hz⟩
    have hn : ‖r‖ = -r 2 := by
      rw [← sq_eq_sq₀ (norm_nonneg r) (by linarith), hr, hx, hy]
      ring
    rw [hn]
    ring
```

In the unit ball, $r_z\le\|\mathbf r\|\le1$, so the ergotropy is at most $w$. Equality forces $r_z=1$; conversely, $r_z=1$ forces $\|\mathbf r\|=1$. This is the pure upper level, which releases the whole splitting.

```lean
/-- For `w > 0` and a Bloch vector in the unit ball, the ergotropy is at most `w`, with
equality exactly when `r_z = 1`. -/
theorem ergotropy_le_gap {w : ℝ} (hw : 0 < w) {r : Bloch} (hr : ‖r‖ ≤ 1) :
    ergotropy w (state r) ≤ w ∧ (ergotropy w (state r) = w ↔ r 2 = 1) := by
  rw [(ergotropy_eq hw.le r).1]
  have hz := (abs_le.mp (z_le_norm r)).2
  refine ⟨?_, ?_, ?_⟩
  · have hm := mul_nonneg hw.le (by linarith : 0 ≤ 2 - (‖r‖ + r 2))
    linarith
  · intro h
    have hs : ‖r‖ + r 2 - 2 = 0 :=
      (mul_eq_zero.mp (by linarith : w * (‖r‖ + r 2 - 2) = 0)).resolve_left hw.ne'
    linarith
  · intro h
    have hn : ‖r‖ = 1 := by linarith
    rw [hn, h]
    ring

end

end QubitErgotropy
```

```lean
#print axioms QubitErgotropy.ergotropy_eq
#print axioms QubitErgotropy.ergotropy_eq_zero_iff
#print axioms QubitErgotropy.ergotropy_le_gap
```

```
'QubitErgotropy.ergotropy_eq' depends on axioms: [propext, Classical.choice, Quot.sound]
'QubitErgotropy.ergotropy_eq_zero_iff' depends on axioms: [propext, Classical.choice, Quot.sound]
'QubitErgotropy.ergotropy_le_gap' depends on axioms: [propext, Classical.choice, Quot.sound]
```
